# No ghost states for the separable Blöchl operator when $\delta V$ is negative definite

## Question

When a pseudopotential is built, the Hamiltonian of one angular-momentum channel is $H_0 + \delta V$, where $H_0$ holds the kinetic energy and a local potential and $\delta V$ is the difference between the channel potential and that local one. To apply it cheaply one replaces $\delta V$ by a separable operator constructed from a few reference states. The replacement reproduces those states, but it can also bind a spurious low state, a ghost. My claim is that no ghost arises when $\delta V$ is negative definite. Let the columns of $\Phi$ be orthonormal eigenvectors of $H_0+\delta V$, and let $\langle x,(H_0+\delta V)x\rangle \ge l\,\|x\|^2$ for all $x$ orthogonal to them, with $l$ real. Then $H_0 + \delta V\,\Phi\,(\Phi^\dagger \delta V \Phi)^{-1}\Phi^\dagger \delta V$ should keep both the eigenpairs and the bound. How is this stated and proved in Lean 4 with Mathlib for a finite basis?

## Answer

### The model and its conventions

The basis is finite and orthonormal, indexed by a type `n`, so a state is a vector `x : n → ℂ` and $\langle x,y\rangle = x^\dagger y$. The reference states are indexed by a finite type `m`. The matrices `H0` and `dV` are $H_0$ and $\delta V$, complex and $n\times n$, with $H_0$ Hermitian, and `Φ` is $n \times m$ with the reference state $\phi_i$ as column $i$. Lean writes $\Phi^\dagger$ as `Φᴴ`, and orthonormality is `Φᴴ * Φ = 1`.

The quadratic form $q_A(x) = \operatorname{Re}\,\langle x, Ax\rangle$ is `quad A x`, and $\|x\|^2 = \sum_a |x_a|^2$, with $a$ running over the basis, is `sqNorm x`. States are not normalised, so for $x\neq 0$ the energy expectation value is $q_A(x)/\|x\|^2$. The predicate `IsNegDef dV` says that $\delta V$ is Hermitian and $q_{\delta V}(x) < 0$ for all $x \ne 0$. The real reference energies $\varepsilon_i$ form the diagonal matrix $E$, which is `levels ε`, so the eigenpair equations read $(H_0+\delta V)\Phi = \Phi E$. Three matrices are defined from $\delta V$ and $\Phi$:

$$M = \Phi^\dagger \delta V\,\Phi, \qquad V_B = \delta V\,\Phi\,M^{-1}\Phi^\dagger \delta V, \qquad R = 1 - \Phi M^{-1}\Phi^\dagger \delta V .$$

They are `coreMatrix`, `bloechl` and `residual`. With one reference state, $V_B = \delta V|\phi\rangle\langle\phi|\delta V / \langle\phi|\delta V|\phi\rangle$ is the Kleinman–Bylander form. A ghost is taken to mean an eigenvector of $H_0+V_B$ whose energy lies below $l$ and which does not lie in the span of the $\phi_i$.

### Derivation by hand

**Step 1.** For a square matrix $A$, a matrix $B$ of matching shape and a vector $v$, one has $v^\dagger B^\dagger A B v = (Bv)^\dagger A (Bv)$, so $q_{B^\dagger A B}(v) = q_A(Bv)$.

**Step 2.** $M$ is invertible. Suppose $Mv = 0$ with $v \neq 0$. Then $\Phi v \ne 0$, because $\Phi^\dagger \Phi v = v$. Negative definiteness gives $q_{\delta V}(\Phi v) < 0$, while step 1 gives $q_{\delta V}(\Phi v) = q_M(v) = 0$, a contradiction.

**Step 3.** Since $\delta V^\dagger = \delta V$, we have $M^\dagger = M$, hence $(M^{-1})^\dagger = M^{-1}$ and $V_B^\dagger = V_B$. On the reference states,
$$V_B \Phi = \delta V\,\Phi\,M^{-1}(\Phi^\dagger \delta V\,\Phi) = \delta V\,\Phi ,$$
so $(H_0+V_B)\Phi = (H_0+\delta V)\Phi = \Phi E$.

**Step 4.** Multiplying out gives $\delta V R = \delta V - V_B$. The right side is Hermitian, so the adjoint equation is $R^\dagger \delta V = \delta V - V_B$. By step 3, $(\delta V - V_B)\Phi = 0$, and therefore
$$R^\dagger \delta V R = (\delta V - V_B) - (\delta V - V_B)\Phi\, M^{-1}\Phi^\dagger \delta V = \delta V - V_B .$$

**Step 5.** Steps 1 and 4 give, for every state $x$,
$$q_{\delta V}(x) - q_{V_B}(x) = q_{\delta V}(Rx) \le 0 .$$
In no state is the expectation value of the separable operator lower than that of $\delta V$. Adding $q_{H_0}(x)$, every $x$ with $\Phi^\dagger x = 0$ satisfies $l\|x\|^2 \le q_{H_0+\delta V}(x) \le q_{H_0+V_B}(x)$.

**Step 6.** Put $H = H_0+V_B$, which is Hermitian, and let $Hx = \mu x$ with $x\ne0$ and real $\mu < l$. The adjoint of $H\Phi = \Phi E$ is $\Phi^\dagger H = E\Phi^\dagger$. The coefficient vector $c = \Phi^\dagger x$ then obeys $Ec = \Phi^\dagger H x = \mu c$. The remainder $y = x - \Phi c$ has $\Phi^\dagger y = c - c = 0$ and
$$Hy = \mu x - \Phi E c = \mu (x - \Phi c) = \mu y .$$
The bound applies to $y$ and gives $l\|y\|^2 \le q_H(y) = \mu\|y\|^2$, which with $\mu<l$ forces $y = 0$. Thus $x = \Phi\Phi^\dagger x$. Since $x \neq 0$, some $c_i \ne 0$, and $\varepsilon_i c_i = \mu c_i$ gives $\mu = \varepsilon_i$.

### The Lean file

```lean
import Mathlib

open Matrix

namespace SeparableNoGhost

noncomputable section

variable {n m : Type*} [Fintype n] [Fintype m] [DecidableEq n] [DecidableEq m]

/-- The quadratic form `Re ⟨x, A x⟩`. -/
def quad (A : Matrix n n ℂ) (x : n → ℂ) : ℝ := (star x ⬝ᵥ A *ᵥ x).re

/-- The squared norm `∑ |x_i|²` of a state. -/
def sqNorm (x : n → ℂ) : ℝ := ∑ i, Complex.normSq (x i)

/-- `A` is Hermitian and `⟨x, A x⟩ < 0` for every nonzero `x`. -/
def IsNegDef (A : Matrix n n ℂ) : Prop := A.IsHermitian ∧ ∀ x, x ≠ 0 → quad A x < 0

/-- The diagonal matrix of the real reference energies. -/
def levels (ε : m → ℝ) : Matrix m m ℂ := diagonal fun i => (ε i : ℂ)

/-- The matrix `M = Φᴴ dV Φ` of `dV` between the reference states. -/
def coreMatrix (dV : Matrix n n ℂ) (Φ : Matrix n m ℂ) : Matrix m m ℂ := Φᴴ * dV * Φ

/-- The separable Bloechl operator `V_B = dV Φ M⁻¹ Φᴴ dV`. -/
def bloechl (dV : Matrix n n ℂ) (Φ : Matrix n m ℂ) : Matrix n n ℂ :=
  dV * Φ * (coreMatrix dV Φ)⁻¹ * Φᴴ * dV

/-- The residual map `R = 1 - Φ M⁻¹ Φᴴ dV`. -/
def residual (dV : Matrix n n ℂ) (Φ : Matrix n m ℂ) : Matrix n n ℂ :=
  1 - Φ * (coreMatrix dV Φ)⁻¹ * Φᴴ * dV

omit [DecidableEq n] [DecidableEq m] in
/-- The form of `Bᴴ A B` at `x` is the form of `A` at `B x`. -/
theorem quad_conj (A : Matrix n n ℂ) (B : Matrix n m ℂ) (x : m → ℂ) :
    quad (Bᴴ * A * B) x = quad A (B *ᵥ x) := by
  unfold quad
  rw [star_mulVec, ← mulVec_mulVec, ← mulVec_mulVec, dotProduct_mulVec (star x) Bᴴ]

omit [DecidableEq n] in
/-- For negative definite `dV` and orthonormal reference states, `M` is invertible. -/
theorem coreMatrix_isUnit {dV : Matrix n n ℂ} {Φ : Matrix n m ℂ} (hneg : IsNegDef dV)
    (horth : Φᴴ * Φ = 1) : IsUnit (coreMatrix dV Φ).det := by
  rw [isUnit_iff_ne_zero]
  intro hdet
  obtain ⟨v, hv, hMv⟩ := Matrix.exists_mulVec_eq_zero_iff.mpr hdet
  have hne : Φ *ᵥ v ≠ 0 := by
    intro h0
    apply hv
    have h1 : Φᴴ *ᵥ Φ *ᵥ v = 0 := by rw [h0, mulVec_zero]
    rwa [mulVec_mulVec, horth, one_mulVec] at h1
  have hlt := hneg.2 _ hne
  rw [← quad_conj] at hlt
  have hz : quad (coreMatrix dV Φ) v = 0 := by simp [quad, hMv]
  exact absurd hz (ne_of_lt hlt)

omit [DecidableEq n] in
/-- For Hermitian `dV` and invertible `M`, the operator `V_B` is Hermitian and acts on the
reference states as `dV` does. -/
theorem bloechl_spec {dV : Matrix n n ℂ} {Φ : Matrix n m ℂ} (hdV : dV.IsHermitian)
    (hM : IsUnit (coreMatrix dV Φ).det) :
    (bloechl dV Φ).IsHermitian ∧ bloechl dV Φ * Φ = dV * Φ := by
  constructor
  · have hMh : (coreMatrix dV Φ)ᴴ = coreMatrix dV Φ := by
      simp only [coreMatrix, conjTranspose_mul, conjTranspose_conjTranspose, hdV.eq,
        Matrix.mul_assoc]
    show (bloechl dV Φ)ᴴ = bloechl dV Φ
    simp only [bloechl, conjTranspose_mul, conjTranspose_conjTranspose,
      conjTranspose_nonsing_inv, hMh, hdV.eq, Matrix.mul_assoc]
  · calc bloechl dV Φ * Φ = dV * Φ * ((coreMatrix dV Φ)⁻¹ * coreMatrix dV Φ) := by
          simp only [bloechl, coreMatrix, Matrix.mul_assoc]
      _ = dV * Φ := by rw [nonsing_inv_mul _ hM, Matrix.mul_one]

/-- For Hermitian `dV` and invertible `M`, the identity `Rᴴ dV R = dV - V_B` holds. -/
theorem residual_identity {dV : Matrix n n ℂ} {Φ : Matrix n m ℂ} (hdV : dV.IsHermitian)
    (hM : IsUnit (coreMatrix dV Φ).det) :
    (residual dV Φ)ᴴ * dV * residual dV Φ = dV - bloechl dV Φ := by
  obtain ⟨hB, hΦ⟩ := bloechl_spec hdV hM
  have h1 : dV * residual dV Φ = dV - bloechl dV Φ := by
    simp only [residual, bloechl, Matrix.mul_sub, Matrix.mul_one, Matrix.mul_assoc]
  have h2 : (residual dV Φ)ᴴ * dV = dV - bloechl dV Φ := by
    have h := congrArg conjTranspose h1
    rwa [conjTranspose_mul, conjTranspose_sub, hdV.eq, hB.eq] at h
  -- `dV - V_B` annihilates the reference states
  have h3 : (dV - bloechl dV Φ) * Φ = 0 := by rw [Matrix.sub_mul, hΦ, sub_self]
  rw [h2]
  calc (dV - bloechl dV Φ) * residual dV Φ
      = (dV - bloechl dV Φ)
        - ((dV - bloechl dV Φ) * Φ) * ((coreMatrix dV Φ)⁻¹ * Φᴴ * dV) := by
        simp only [residual, Matrix.mul_sub, Matrix.mul_one, Matrix.mul_assoc]
    _ = dV - bloechl dV Φ := by rw [h3, Matrix.zero_mul, sub_zero]

/-- For Hermitian negative semidefinite `dV` and invertible `M`,
`⟨x, dV x⟩ ≤ ⟨x, V_B x⟩` for every state `x`. -/
theorem quad_le_bloechl {dV : Matrix n n ℂ} {Φ : Matrix n m ℂ} (hdV : dV.IsHermitian)
    (hsemi : ∀ x, quad dV x ≤ 0) (hM : IsUnit (coreMatrix dV Φ).det) (x : n → ℂ) :
    quad dV x ≤ quad (bloechl dV Φ) x := by
  have h := hsemi (residual dV Φ *ᵥ x)
  rw [← quad_conj, residual_identity hdV hM] at h
  have hs : quad (dV - bloechl dV Φ) x = quad dV x - quad (bloechl dV Φ) x := by
    simp [quad, sub_mulVec, dotProduct_sub]
  linarith

omit [DecidableEq n] in
/-- Let Hermitian `H` have orthonormal eigenvectors `Φ` with energies `ε` and be bounded below
by `l` on states orthogonal to `Φ`. A nonzero eigenvector with energy `μ < l` equals its
projection on `Φ`, and `μ` is one of the `ε i`. -/
theorem eigenvector_below_bound {H : Matrix n n ℂ} {Φ : Matrix n m ℂ} {ε : m → ℝ} {l μ : ℝ}
    (hH : H.IsHermitian) (horth : Φᴴ * Φ = 1) (heig : H * Φ = Φ * levels ε)
    (hb : ∀ x, Φᴴ *ᵥ x = 0 → l * sqNorm x ≤ quad H x)
    {x : n → ℂ} (hx0 : x ≠ 0) (hx : H *ᵥ x = (μ : ℂ) • x) (hμ : μ < l) :
    x = Φ *ᵥ Φᴴ *ᵥ x ∧ ∃ i, ε i = μ := by
  have hD : (levels ε)ᴴ = levels ε := by
    rw [levels, diagonal_conjTranspose]
    congr 1
    ext i
    simp
  have hadj : Φᴴ * H = levels ε * Φᴴ := by
    have h := congrArg conjTranspose heig
    rwa [conjTranspose_mul, conjTranspose_mul, hH.eq, hD] at h
  obtain ⟨c, hcdef⟩ : ∃ c, c = Φᴴ *ᵥ x := ⟨_, rfl⟩
  have hc : levels ε *ᵥ c = (μ : ℂ) • c := by
    rw [hcdef, mulVec_mulVec, ← hadj, ← mulVec_mulVec, hx, mulVec_smul]
  -- the part orthogonal to `Φ` solves the same eigenvalue equation
  have hy0 : Φᴴ *ᵥ (x - Φ *ᵥ c) = 0 := by
    rw [mulVec_sub, mulVec_mulVec, horth, one_mulVec, ← hcdef, sub_self]
  have hy : H *ᵥ (x - Φ *ᵥ c) = (μ : ℂ) • (x - Φ *ᵥ c) := by
    rw [mulVec_sub, hx, mulVec_mulVec, heig, ← mulVec_mulVec, hc, mulVec_smul, smul_sub]
  have key : ∀ y : n → ℂ, Φᴴ *ᵥ y = 0 → H *ᵥ y = (μ : ℂ) • y → y = 0 := by
    intro y h0 h1
    have hn : (star y ⬝ᵥ y).re = sqNorm y := by
      simp only [dotProduct, Complex.re_sum, sqNorm]
      refine Finset.sum_congr rfl fun i _ => ?_
      simp [Complex.normSq_apply]
    have hq : quad H y = μ * sqNorm y := by
      rw [quad, h1, dotProduct_smul, smul_eq_mul, Complex.re_ofReal_mul, hn]
    have hnn : 0 ≤ sqNorm y := Finset.sum_nonneg fun i _ => Complex.normSq_nonneg _
    have hle := hb y h0
    have hs : sqNorm y = 0 := le_antisymm (by nlinarith) hnn
    funext i
    exact Complex.normSq_eq_zero.mp ((Finset.sum_eq_zero_iff_of_nonneg
      (fun i _ => Complex.normSq_nonneg (y i))).mp hs i (Finset.mem_univ i))
  have hxc : x = Φ *ᵥ c := sub_eq_zero.mp (key _ hy0 hy)
  refine ⟨by rw [← hcdef]; exact hxc, ?_⟩
  have hc0 : c ≠ 0 := by
    intro h
    apply hx0
    rw [hxc, h, mulVec_zero]
  obtain ⟨i, hi⟩ := Function.ne_iff.mp hc0
  have hi' : c i ≠ 0 := hi
  have h : (ε i : ℂ) * c i = μ * c i := by
    simpa [levels, mulVec_diagonal] using congrFun hc i
  exact ⟨i, by exact_mod_cast mul_right_cancel₀ hi' h⟩

/-- No ghosts for Hermitian `H0`, negative definite `dV` and orthonormal `Φ`: `M` is invertible, `H0 + V_B` keeps the eigenpairs
`(ε, Φ)` of `H0 + dV` and its lower bound `l` on states orthogonal to `Φ`, and each nonzero
eigenvector with energy `μ < l` equals its projection on `Φ`, with `μ` one of the `ε i`. -/
theorem no_ghosts {H0 dV : Matrix n n ℂ} {Φ : Matrix n m ℂ} {ε : m → ℝ} {l : ℝ}
    (hH0 : H0.IsHermitian) (hneg : IsNegDef dV) (horth : Φᴴ * Φ = 1)
    (heig : (H0 + dV) * Φ = Φ * levels ε)
    (hb : ∀ x, Φᴴ *ᵥ x = 0 → l * sqNorm x ≤ quad (H0 + dV) x) :
    IsUnit (coreMatrix dV Φ).det ∧
    (H0 + bloechl dV Φ) * Φ = Φ * levels ε ∧
    (∀ x, Φᴴ *ᵥ x = 0 → l * sqNorm x ≤ quad (H0 + bloechl dV Φ) x) ∧
    ∀ (μ : ℝ) (x : n → ℂ), x ≠ 0 → (H0 + bloechl dV Φ) *ᵥ x = (μ : ℂ) • x → μ < l →
      x = Φ *ᵥ Φᴴ *ᵥ x ∧ ∃ i, ε i = μ := by
  have hM := coreMatrix_isUnit hneg horth
  obtain ⟨hB, hΦ⟩ := bloechl_spec hneg.1 hM
  have hsemi : ∀ x, quad dV x ≤ 0 := by
    intro x
    by_cases hx : x = 0
    · simp [quad, hx]
    · exact (hneg.2 x hx).le
  have heig' : (H0 + bloechl dV Φ) * Φ = Φ * levels ε := by
    rw [Matrix.add_mul, hΦ, ← Matrix.add_mul, heig]
  have hadd : ∀ (V : Matrix n n ℂ) (x : n → ℂ), quad (H0 + V) x = quad H0 x + quad V x := by
    intro V x
    simp [quad, add_mulVec, dotProduct_add]
  -- `V_B ≥ dV` carries the bound over
  have hb' : ∀ x, Φᴴ *ᵥ x = 0 → l * sqNorm x ≤ quad (H0 + bloechl dV Φ) x := by
    intro x hx
    have h1 := hb x hx
    have h2 := quad_le_bloechl hneg.1 hsemi hM x
    rw [hadd] at h1 ⊢
    linarith
  exact ⟨hM, heig', hb', fun μ x h0 hx hμ =>
    eigenvector_below_bound (hH0.add hB) horth heig' hb' h0 hx hμ⟩

/-- Local Hamiltonian of a two-level model. -/
def toyH0 : Matrix (Fin 2) (Fin 2) ℂ := !![1, -1; -1, 3]

/-- Potential difference of the two-level model. -/
def toyDV : Matrix (Fin 2) (Fin 2) ℂ := !![-2, 1; 1, -2]

/-- Reference state of the two-level model. -/
def toyPhi : Matrix (Fin 2) (Fin 1) ℂ := !![1; 0]

/-- The two-level model meets the hypotheses of `no_ghosts` with `ε = -1` and `l = 1`; there
`H0 + dV = diag(-1, 1)` and `H0 + V_B = diag(-1, 5/2)`. -/
theorem no_ghosts_witness :
    toyH0.IsHermitian ∧ IsNegDef toyDV ∧ toyPhiᴴ * toyPhi = 1 ∧
    (toyH0 + toyDV) * toyPhi = toyPhi * levels (fun _ : Fin 1 => -1) ∧
    (∀ x, toyPhiᴴ *ᵥ x = 0 → 1 * sqNorm x ≤ quad (toyH0 + toyDV) x) ∧
    toyH0 + toyDV = !![-1, 0; 0, 1] ∧
    toyH0 + bloechl toyDV toyPhi = !![-1, 0; 0, 5 / 2] := by
  have hH : toyH0 + toyDV = !![-1, 0; 0, 1] := by
    ext i j; fin_cases i <;> fin_cases j <;> simp [toyH0, toyDV] <;> norm_num
  have hinv : (coreMatrix toyDV toyPhi)⁻¹ = !![-1 / 2] := by
    apply inv_eq_right_inv
    ext i j
    fin_cases i
    fin_cases j
    simp [coreMatrix, toyDV, toyPhi, Matrix.mul_apply, Fin.sum_univ_succ]
    norm_num
  refine ⟨?_, ⟨?_, fun x hx => ?_⟩, ?_, ?_, fun x hx => ?_, hH, ?_⟩
  · show toyH0ᴴ = toyH0
    ext i j; fin_cases i <;> fin_cases j <;> simp [toyH0]
  · show toyDVᴴ = toyDV
    ext i j; fin_cases i <;> fin_cases j <;> simp [toyDV]
  · have hq : quad toyDV x = -(Complex.normSq (x 0) + Complex.normSq (x 1))
        - Complex.normSq (x 0 - x 1) := by
      simp [quad, toyDV, mulVec, dotProduct, Fin.sum_univ_two, Complex.normSq_apply]
      ring
    have a0 := Complex.normSq_nonneg (x 0)
    have a1 := Complex.normSq_nonneg (x 1)
    have a2 := Complex.normSq_nonneg (x 0 - x 1)
    by_contra hcon
    rw [not_lt] at hcon
    have h0 : Complex.normSq (x 0) = 0 := by linarith
    have h1 : Complex.normSq (x 1) = 0 := by linarith
    apply hx
    funext i
    fin_cases i
    · simpa using h0
    · simpa using h1
  · ext i j
    fin_cases i
    fin_cases j
    simp [toyPhi, Matrix.mul_apply, Fin.sum_univ_succ]
  · rw [hH]
    ext i j
    refine Eq.trans ?_ Matrix.mul_apply.symm
    simp only [Matrix.mul_apply, Fin.sum_univ_two, Fin.sum_univ_one]
    fin_cases i <;> fin_cases j <;> simp [toyPhi, levels]
  · have h0 : x 0 = 0 := by
      simpa [toyPhi, mulVec, dotProduct, Fin.sum_univ_two] using congrFun hx 0
    rw [hH]
    simp [sqNorm, quad, mulVec, dotProduct, Fin.sum_univ_two, h0, Complex.normSq_apply]
  · rw [bloechl, hinv]
    ext i j
    simp only [Matrix.add_apply, Matrix.mul_apply, Fin.sum_univ_two, Fin.sum_univ_one,
      conjTranspose_apply]
    fin_cases i <;> fin_cases j <;> simp [toyH0, toyDV, toyPhi] <;> norm_num

end

end SeparableNoGhost
```

```lean
#print axioms SeparableNoGhost.no_ghosts
```

```
'SeparableNoGhost.no_ghosts' depends on axioms: [propext, Classical.choice, Quot.sound]
```

### Remarks

#### What `no_ghosts` states

The hypotheses are that $H_0$ is Hermitian (`hH0`), $\delta V$ is negative definite (`hneg`), the columns of $\Phi$ are orthonormal (`horth`), $(H_0+\delta V)\Phi = \Phi E$ (`heig`), and $l\|x\|^2 \le q_{H_0+\delta V}(x)$ whenever $\Phi^\dagger x = 0$ (`hb`). There are four conclusions: $\det M \neq 0$; $(H_0+V_B)\Phi = \Phi E$; the bound with the same $l$ holds for $H_0+V_B$; and each nonzero eigenvector of $H_0+V_B$ with real eigenvalue $\mu<l$ equals $\Phi\Phi^\dagger x$, with $\mu = \varepsilon_i$ for some $i$. The first conclusion matters because Mathlib's `⁻¹` returns the zero matrix for a singular argument, and it shows that `bloechl` contains a true inverse.

The bound `hb` is assumed, and no relation between $l$ and the $\varepsilon_i$ is required. If `m` is empty, $V_B = 0$ and the last conclusion says that $H_0$ has no eigenvalue below $l$. Apart from the reference pairs, the theorem says nothing about which eigenvalues at or above $l$ occur, and these may move. For electronic structure it gives a sufficient condition for a ghost-free separable pseudopotential, for a one-particle Hamiltonian in a finite orthonormal basis with reference states that are exact eigenvectors. On a radial grid that reaches beyond the core radius, a $\delta V$ that vanishes there is not negative definite; the last section says what remains true for it. The overlap operator of the ultrasoft and projector augmented-wave methods, non-orthogonal reference states and reference states at scattering energies are not part of the model.

#### How the proof follows the steps

The lemma `quad_conj` is step 1. In `coreMatrix_isUnit`, `Matrix.exists_mulVec_eq_zero_iff` turns $\det M = 0$ into a vector $v\neq0$ with $Mv=0$; `hne` is $\Phi v \neq 0$, and `hlt` against `hz` is the contradiction of step 2. The lemma `bloechl_spec` is step 3, with `conjTranspose_nonsing_inv` moving the adjoint through the inverse and `nonsing_inv_mul` cancelling $M^{-1}M$. In `residual_identity`, `h1`, `h2` and `h3` are the three relations of step 4 in the same order. The lemma `quad_le_bloechl` applies the sign hypothesis to $Rx$ and obtains the inequality of step 5; it asks only for Hermitian $\delta V$ with $q_{\delta V} \le 0$ and invertible $M$.

Step 6 is `eigenvector_below_bound`, stated for any Hermitian `H` with the eigenpairs and the bound. There `hadj` is $\Phi^\dagger H = E\Phi^\dagger$, `hc` is $Ec = \mu c$, `hy0` and `hy` are the two properties of $y$, and `key` shows that such a $y$ vanishes, with `nlinarith` drawing $\|y\|^2 \le 0$ from $l\|y\|^2 \le \mu\|y\|^2$ and $\mu<l$. The main theorem joins these, and uses `hH0` only in this last step.

The theorem `no_ghosts_witness` gives a two-level case with basis indices $0$ and $1$:
$$H_0 = \begin{pmatrix}1&-1\\-1&3\end{pmatrix},\quad \delta V = \begin{pmatrix}-2&1\\1&-2\end{pmatrix},\quad \Phi = \begin{pmatrix}1\\0\end{pmatrix}.$$
It satisfies all five hypotheses with $\varepsilon_0 = -1$ and $l = 1$, the sign of $\delta V$ following from $q_{\delta V}(x) = -|x_0|^2 - |x_1|^2 - |x_0-x_1|^2$. The theorem states $H_0+\delta V = \operatorname{diag}(-1,1)$ and $H_0+V_B = \operatorname{diag}(-1,5/2)$: the reference level stays and the other level rises.

#### A ghost when $\delta V$ is indefinite

This example and the comments on codes below are argued on paper and are not theorems of the file. Keep $\Phi$, $\varepsilon_0=-1$ and $l=1$, and take
$$H_0 = \begin{pmatrix}0&-2\\-2&2\end{pmatrix},\qquad \delta V = \begin{pmatrix}-1&2\\2&-1\end{pmatrix}.$$
Again $H_0+\delta V = \operatorname{diag}(-1,1)$, so every hypothesis except `hneg` holds, and $\delta V$ is Hermitian with eigenvalues $1$ and $-3$. Here $M = -1$ and $\delta V\Phi = (-1,2)^T$, so
$$V_B = \begin{pmatrix}-1&2\\2&-4\end{pmatrix},\qquad H_0+V_B = \operatorname{diag}(-1,-2).$$
The state $(0,1)^T$ is orthogonal to $\Phi$ and has energy $-2$, below $l$ and below the reference level. A negative $M$ is therefore not enough, because step 5 tests $\delta V$ on $Rx$, which for $x=(0,1)^T$ is $(2,1)^T$ with $q_{\delta V} = 3 > 0$.

#### In a calculation

A code does not need $V_B$ as an $n\times n$ matrix. It can store the projectors $\chi_i = \delta V\phi_i$, the columns of $\chi = \delta V\Phi$, together with the small matrix $M^{-1}$, and evaluate $V_B x = \chi\,M^{-1}(\chi^\dagger x)$ by $m$ inner products, one $m\times m$ product and one linear combination. On a radial grid a multiplicative $\delta V$ is diagonal, and its sign at each grid point depends on the choice of the local potential. Such a $\delta V$ usually vanishes beyond a core radius, so it is at best negative semidefinite and `hneg` fails. If it is negative semidefinite and $M$ is found to be invertible, `quad_le_bloechl` still applies, and together with `bloechl_spec` and `eigenvector_below_bound` it excludes ghosts as before. When $\delta V$ changes sign, the sign hypothesis of `quad_le_bloechl` fails. Step 5 still carries the bound over if $q_{\delta V}(Rx)\le 0$ for every $x$; otherwise a ghost can appear, as in the example above, and a direct test is to diagonalise $H_0+V_B$ in the channel and compare its low levels with those of $H_0+\delta V$.
